# The Gram matrix of p-to-d hopping along a unit bond is s² times the bond projector plus p² times the transverse projector

For a single bond with real unit direction n, each real p orbital, written as a vector v, is sent to a symmetric traceless 3 × 3 tensor that represents a d orbital. The component of v along n is carried with real amplitude s by the sigma tensor √(3/2) (nnᵀ − 1/3). The part of v transverse to n is carried with real amplitude p by the pi tensor, which is (naᵀ + anᵀ)/√2 for a unit vector a orthogonal to n. Both tensors have unit Frobenius norm, and this fixes the meaning of s and p. The Gram matrix collects the Frobenius inner products of the tensors reached from the three Cartesian p orbitals. The theorem `gram_eq` states that it equals s² nnᵀ + p² (1 − nnᵀ), so the sigma amplitude governs the direction along the bond and the pi amplitude the plane across it. The proof compares entries: it applies the earlier formulas for the inner product of two hopping tensors and of two transverse parts, evaluates the dot products of the Cartesian unit vectors, and then expands the right-hand side.

As first written in Lean, the proof fails:

```lean
import Mathlib

open Matrix

namespace GramEq

noncomputable section

/-- The part of the p-orbital vector `v` left after subtracting `⟨n,v⟩ n`;
for a unit bond direction `n` it is the transverse part. -/
def perp (n v : Fin 3 → ℝ) : Fin 3 → ℝ := v - (n ⬝ᵥ v) • n

/-- The p-to-d hopping: for a unit vector `n`, the d tensor reached from the p orbital `v` along the
bond `n`, with sigma amplitude `s` and pi amplitude `p`. -/
def hop (s p : ℝ) (n v : Fin 3 → ℝ) : Matrix (Fin 3) (Fin 3) ℝ :=
  (√(3 / 2) * s * (n ⬝ᵥ v)) • (vecMulVec n n - (1 / 3 : ℝ) • 1) +
    (p / √2) • (vecMulVec n (perp n v) + vecMulVec (perp n v) n)

/-- The Frobenius inner product of two real 3 × 3 tensors. -/
def frob (A B : Matrix (Fin 3) (Fin 3) ℝ) : ℝ := ∑ i, ∑ j, A i j * B i j

/-- The Gram matrix of the hopping: Frobenius products of the hopping tensors of the three Cartesian
p orbitals. -/
def gram (s p : ℝ) (n : Fin 3 → ℝ) : Matrix (Fin 3) (Fin 3) ℝ :=
  Matrix.of fun i j => frob (hop s p n (Pi.single i 1)) (hop s p n (Pi.single j 1))

variable {n : Fin 3 → ℝ}

/-- For a unit bond direction, the transverse part of a p orbital is orthogonal to the bond. -/
theorem dot_perp (hn : n ⬝ᵥ n = 1) (v : Fin 3 → ℝ) : n ⬝ᵥ perp n v = 0 := by
  simp [perp, dotProduct_sub, dotProduct_smul, hn]

/-- For a unit bond direction, the inner product of two transverse parts is the full inner
product minus the product of the components along the bond. -/
theorem perp_dot_perp (hn : n ⬝ᵥ n = 1) (u v : Fin 3 → ℝ) :
    perp n u ⬝ᵥ perp n v = u ⬝ᵥ v - (n ⬝ᵥ u) * (n ⬝ᵥ v) := by
  simp only [perp, sub_dotProduct, dotProduct_sub, smul_dotProduct, dotProduct_smul,
    smul_eq_mul, hn, dotProduct_comm u n]
  ring

/-- For a unit bond direction `n` and vectors `a`, `b` orthogonal to it, the sigma and pi
tensors do not mix in the Frobenius product of two of their combinations. -/
theorem frob_channels (hn : n ⬝ᵥ n = 1) {a b : Fin 3 → ℝ} (ha : n ⬝ᵥ a = 0)
    (hb : n ⬝ᵥ b = 0) (α β γ δ : ℝ) :
    frob (α • (vecMulVec n n - (1 / 3 : ℝ) • 1) + β • (vecMulVec n a + vecMulVec a n))
      (γ • (vecMulVec n n - (1 / 3 : ℝ) • 1) + δ • (vecMulVec n b + vecMulVec b n)) =
      2 / 3 * (α * γ) + 2 * (β * δ) * (a ⬝ᵥ b) := by
  simp only [dotProduct, Fin.sum_univ_three] at hn ha hb
  simp only [frob, dotProduct, Fin.sum_univ_three, Matrix.add_apply, Matrix.sub_apply,
    Matrix.smul_apply, vecMulVec_apply, Matrix.one_apply, smul_eq_mul, Fin.reduceEq,
    ↓reduceIte]
  -- the coefficients record where unit length and orthogonality enter
  linear_combination
    (α * γ * (n 0 * n 0 + n 1 * n 1 + n 2 * n 2 + 1 / 3) +
      2 * β * δ * (a 0 * b 0 + a 1 * b 1 + a 2 * b 2)) * hn +
    (α * δ * (2 * (n 0 * n 0 + n 1 * n 1 + n 2 * n 2) - 2 / 3) +
      2 * β * δ * (n 0 * a 0 + n 1 * a 1 + n 2 * a 2)) * hb +
    (β * γ * (2 * (n 0 * n 0 + n 1 * n 1 + n 2 * n 2) - 2 / 3)) * ha

/-- For a unit bond direction, the Frobenius product of two hopping tensors is `s²` times the
product of the bond components plus `p²` times the product of the transverse parts. -/
theorem hop_inner (hn : n ⬝ᵥ n = 1) (s p : ℝ) (u v : Fin 3 → ℝ) :
    frob (hop s p n u) (hop s p n v) =
      s ^ 2 * ((n ⬝ᵥ u) * (n ⬝ᵥ v)) + p ^ 2 * (perp n u ⬝ᵥ perp n v) := by
  unfold hop
  rw [frob_channels hn (dot_perp hn u) (dot_perp hn v)]
  -- the prefactors normalise the two channels
  have h1 : √(3 / 2 : ℝ) * √(3 / 2 : ℝ) = 3 / 2 := Real.mul_self_sqrt (by norm_num)
  have h2 : p / √2 * (p / √2) = p ^ 2 / 2 := by
    rw [div_mul_div_comm, Real.mul_self_sqrt (by norm_num)]
    ring
  linear_combination (2 / 3 * s ^ 2 * (n ⬝ᵥ u) * (n ⬝ᵥ v)) * h1 +
    (2 * (perp n u ⬝ᵥ perp n v)) * h2

/-- For a unit bond direction, the Gram matrix is `s²` times the projector on the bond plus
`p²` times the projector on the transverse plane. -/
theorem gram_eq (hn : n ⬝ᵥ n = 1) (s p : ℝ) :
    gram s p n = s ^ 2 • vecMulVec n n + p ^ 2 • (1 - vecMulVec n n) := by
  ext i j
  have hc : ∀ k, n ⬝ᵥ (Pi.single k 1 : Fin 3 → ℝ) = n k := fun k => by simp
  have hd : (Pi.single i 1 : Fin 3 → ℝ) ⬝ᵥ (Pi.single j 1 : Fin 3 → ℝ) =
      (1 : Matrix (Fin 3) (Fin 3) ℝ) i j := by
    rw [single_dotProduct, one_mul, Pi.single_apply, Matrix.one_apply]
  simp only [gram, Matrix.of_apply]
  rw [hop_inner hn, perp_dot_perp hn, hc, hc, hd]
  simp only [Matrix.add_apply, Matrix.sub_apply, Matrix.smul_apply, vecMulVec_apply,
    smul_eq_mul]
  ring

end

end GramEq
```

Compiling this gives:

```
Main.lean:88:2: error: No goals to be solved
```

As a diff, the version that Lean accepts:

```diff
@@ -86,5 +86,4 @@
   simp only [Matrix.add_apply, Matrix.sub_apply, Matrix.smul_apply, vecMulVec_apply,
     smul_eq_mul]
-  ring
 
 end
```

The message "No goals to be solved" falls on the final `ring` of `gram_eq`: the proof was already complete when Lean reached that line.

After the rewrites, the left side of the entry equation reads `s ^ 2 * (n i * n j) + p ^ 2 * ((1 : Matrix (Fin 3) (Fin 3) ℝ) i j - n i * n j)`. The `simp only` call then expands the matrix sum, difference, scalar multiples and outer products on the right, and `smul_eq_mul` turns scalar multiplication into ordinary multiplication. This gives the very same expression, with the factors and terms in the same order. `simp only` closes such an equation by reflexivity, so no algebra is left for `ring`, and a tactic called with no goal remaining is an error here.

The diff deletes that `ring` and changes nothing else. The statement and the rest of the argument stand as they were.
